# Reflection from a Single-Site Absorber at the End of a Tight-Binding Chain

Suppose a simulation cuts off a long lead and puts an imaginary potential on its last site to swallow the outgoing electrons. Whatever the absorber fails to swallow travels back into the sample and interferes with the wave that is still arriving. The computed densities then carry ripples that belong to the cut and not to the device. The reflected fraction says how much of the arriving flux is sent back. For a non-interacting chain with nearest-neighbour hopping and an absorber on one site, that fraction has a closed form.

## The reflected fraction and where it vanishes

The chain occupies the sites j ≤ 0. Neighbouring sites are coupled by −t, the end site carries the energy −ih, and all other site energies are zero, with t, h > 0. We set ħ and the lattice spacing to 1. The constant h is postulated: it stands for a loss of probability from the end site at the rate 2h|ψ₀|², whatever mechanism removes the particle. Take a wave number 0 < k < π and the amplitudes

ψⱼ = exp(ikj) + r exp(−ikj)

at energy E = −2t cos k. The first term moves towards the end with group velocity dE/dk = 2t sin k > 0, and the second moves away from it. The claim is that exactly one r makes ψ stationary, and that it satisfies

|r|² = (t² + h² − 2th sin k) / (t² + h² + 2th sin k).

This vanishes only for h = t and k = π/2, and it tends to 1 as k → 0 or k → π.

## Matching at the end site

Let the end-site energy be any complex number σ for the moment. Since exp(ik) + exp(−ik) = 2 cos k, both exponentials satisfy

−t(ψⱼ₋₁ + ψⱼ₊₁) = Eψⱼ

at every integer j, if the formula for ψ is also used beyond the end. The true equation at the end site is

−tψ₋₁ + σψ₀ = Eψ₀.

Subtracting the bulk equation at j = 0 leaves σψ₀ + tψ₁ = 0. With ψ₀ = 1 + r and ψ₁ = exp(ik) + r exp(−ik), this becomes

r (t exp(−ik) + σ) = −(t exp(ik) + σ).

Hence r = 0 exactly when σ = −t exp(ik). This is the self-energy of a lead that continues to the right: there an outgoing wave has ψ₁ = exp(ik)ψ₀, so the missing term −tψ₁ acts on the end site as the energy −t exp(ik).

Now put σ = −ih. The two factors are

t exp(ik) − ih = t cos k + i(t sin k − h),

t exp(−ik) − ih = t cos k − i(t sin k + h),

and their squared moduli are t² + h² − 2th sin k and t² + h² + 2th sin k. The second is positive, so r is unique, and the quotient is |r|². The numerator can be written as

(t − h)² + 2th(1 − sin k).

Both terms are nonnegative, so it vanishes only if h = t and sin k = 1, which means k = π/2. At the band edges sin k → 0, and numerator and denominator both tend to t² + h².

The lost flux can be checked too. Write D for the denominator t² + h² + 2th sin k. Adding t exp(−ik) − ih to both sides of the matching condition gives

(1 + r)(t exp(−ik) − ih) = −2it sin k,

so |ψ₀|² = 4t² sin²k / D. Since 1 − |r|² = 4th sin k / D, it follows that

2t sin k (1 − |r|²) = 8t²h sin²k / D = 2h|ψ₀|².

## One third reflected at k = π/6

Take t = h = 1 and k = π/6, so that sin k = 1/2. Then

|r|² = (2 − 1)/(2 + 1) = 1/3.

An absorber that is perfect at the band centre sends back a third of the flux here. The end-site density is |ψ₀|² = 4 · (1/4)/3 = 1/3, and both sides of the flux balance equal 2/3.

## The chain and its scattering wave in Lean

The development uses Mathlib's complex exponential, norms and limits.

```lean
import Mathlib

open Complex Filter Topology

namespace AbsorberTerminatedChain

noncomputable section
```

Amplitudes are functions `ψ : ℤ → ℂ`, with no normalisation, as suits a scattering wave. The Hamiltonian has a separate formula at site 0, where the coupling to site 1 is replaced by `σ`.

```lean
/-- The Hamiltonian of a chain ending at site `0`, with hopping `-t` and a complex
energy `σ` on the end site; it is used at the sites `j ≤ 0`. -/
def chainHamiltonian (t : ℝ) (σ : ℂ) (ψ : ℤ → ℂ) (j : ℤ) : ℂ :=
  if j = 0 then -(t : ℂ) * ψ (-1) + σ * ψ 0
  else -(t : ℂ) * (ψ (j - 1) + ψ (j + 1))
```

The energy is a real number, in the convention where positive `t` puts the band bottom at k = 0.

```lean
/-- The band energy `-2t cos k` of the chain. -/
def bandEnergy (t k : ℝ) : ℝ := -2 * t * Real.cos k
```

The incoming amplitude is fixed at 1, so `r` is the reflection amplitude itself.

```lean
/-- An incoming wave of unit amplitude plus a reflected wave of amplitude `r`. -/
def wave (k : ℝ) (r : ℂ) (j : ℤ) : ℂ :=
  Complex.exp (k * j * I) + r * Complex.exp (-(k * j * I))
```

Stationarity is required only for `j ≤ 0`. At those sites the Hamiltonian reads only amplitudes with index at most 0, so the values that `wave` takes at positive sites have no influence on the condition.

```lean
/-- The stationary Schrödinger equation at energy `E` on all sites `j ≤ 0`. -/
def IsStationary (t : ℝ) (σ : ℂ) (E : ℝ) (ψ : ℤ → ℂ) : Prop :=
  ∀ j : ℤ, j ≤ 0 → chainHamiltonian t σ ψ j = E * ψ j
```

The solution of the matching condition for r gets a name of its own. The quotient is the reflection amplitude only where its denominator is nonzero, as it is for the absorber −ih inside the band; Lean gives a quotient with denominator zero the value 0, which has no physical meaning here.

```lean
/-- The reflection amplitude of a chain with end-site energy `σ`. -/
def reflectionAmplitude (t : ℝ) (σ : ℂ) (k : ℝ) : ℂ :=
  -(t * Complex.exp (k * I) + σ) / (t * Complex.exp (-(k * I)) + σ)
```

## From the bulk equation to the matching condition

The first theorem is the bulk equation at every integer site. The facts `h1` to `h4` split the exponentials at j ± 1 into the exponential at j times a phase, `hc` writes the cosine as a sum of exponentials, and `ring` finishes the algebra.

```lean
/-- Incoming and reflected waves together solve the bulk hopping equation at the
band energy. -/
theorem wave_bulk (t k : ℝ) (r : ℂ) (j : ℤ) :
    -(t : ℂ) * (wave k r (j - 1) + wave k r (j + 1)) = bandEnergy t k * wave k r j := by
  have h1 : Complex.exp (k * ((j - 1 : ℤ) : ℂ) * I)
      = Complex.exp (k * j * I) * Complex.exp (-(k * I)) := by
    rw [← Complex.exp_add]; congr 1; push_cast; ring
  have h2 : Complex.exp (-(k * ((j - 1 : ℤ) : ℂ) * I))
      = Complex.exp (-(k * j * I)) * Complex.exp (k * I) := by
    rw [← Complex.exp_add]; congr 1; push_cast; ring
  have h3 : Complex.exp (k * ((j + 1 : ℤ) : ℂ) * I)
      = Complex.exp (k * j * I) * Complex.exp (k * I) := by
    rw [← Complex.exp_add]; congr 1; push_cast; ring
  have h4 : Complex.exp (-(k * ((j + 1 : ℤ) : ℂ) * I))
      = Complex.exp (-(k * j * I)) * Complex.exp (-(k * I)) := by
    rw [← Complex.exp_add]; congr 1; push_cast; ring
  have hc : Complex.cos (k : ℂ)
      = (Complex.exp (k * I) + Complex.exp (-(k * I))) / 2 := by
    rw [Complex.cos, neg_mul]
  simp only [wave, bandEnergy]
  rw [h1, h2, h3, h4]
  push_cast
  rw [hc]
  ring
```

The next theorem turns infinitely many equations into one. In the forward direction, `linear_combination h0 - b` is the subtraction done by hand: end-site equation minus bulk equation. In the converse direction, site 0 follows by adding the bulk equation back, and every other site is covered by `wave_bulk`. Nothing is assumed about `t`, `k` or `σ`.

```lean
/-- The wave is stationary exactly when `r` obeys one matching condition at the end site. -/
theorem stationary_iff_matching (t k : ℝ) (σ r : ℂ) :
    IsStationary t σ (bandEnergy t k) (wave k r) ↔
      r * (t * Complex.exp (-(k * I)) + σ) = -(t * Complex.exp (k * I) + σ) := by
  have w0 : wave k r 0 = 1 + r := by simp [wave]
  have w1 : wave k r 1 = Complex.exp (k * I) + r * Complex.exp (-(k * I)) := by
    simp [wave]
  -- the bulk equation at site 0, with a fictitious site 1
  have b := wave_bulk t k r 0
  rw [zero_sub, zero_add, w0, w1] at b
  constructor
  · intro H
    have h0 := H 0 le_rfl
    rw [chainHamiltonian, if_pos rfl, w0] at h0
    linear_combination h0 - b
  · intro hr j _
    by_cases hj : j = 0
    · subst hj
      rw [chainHamiltonian, if_pos rfl, w0]
      linear_combination hr + b
    · rw [chainHamiltonian, if_neg hj]
      exact wave_bulk t k r j
```

Setting r = 0 gives the reflectionless end-site energy. It is −t exp(ik), the value that the hand calculation identified, for t > 0 and 0 < k < π, as the self-energy of a continuing lead. The theorem concerns the value only.

```lean
/-- The wave with `r = 0` is stationary at the band energy exactly when the end-site energy is `-t
exp(ik)`. -/
theorem reflectionless_iff_selfEnergy (t k : ℝ) (σ : ℂ) :
    IsStationary t σ (bandEnergy t k) (wave k 0) ↔ σ = -(t * Complex.exp (k * I)) := by
  rw [stationary_iff_matching]
  constructor
  · intro h
    linear_combination h
  · intro h
    linear_combination h
```

## The absorber −ih

Both squared moduli come from one computation, `key`, which splits the factor into real and imaginary parts and uses sin² + cos² = 1. The second factor is the first with k replaced by −k.

```lean
/-- Squared moduli of the two factors in the matching condition for an absorber `-ih`. -/
theorem norm_sq_matching_factors (t h k : ℝ) :
    ‖(t : ℂ) * Complex.exp (k * I) + -(h * I)‖ ^ 2
        = t ^ 2 + h ^ 2 - 2 * t * h * Real.sin k ∧
      ‖(t : ℂ) * Complex.exp (-(k * I)) + -(h * I)‖ ^ 2
        = t ^ 2 + h ^ 2 + 2 * t * h * Real.sin k := by
  have key : ∀ q : ℝ, ‖(t : ℂ) * Complex.exp (q * I) + -(h * I)‖ ^ 2
      = t ^ 2 + h ^ 2 - 2 * t * h * Real.sin q := by
    intro q
    have e : (t : ℂ) * Complex.exp (q * I) + -(h * I)
        = ((t * Real.cos q : ℝ) : ℂ) + ((t * Real.sin q - h : ℝ) : ℂ) * I := by
      rw [Complex.exp_mul_I]; push_cast; ring
    rw [e, Complex.sq_norm, Complex.normSq_add_mul_I]
    linear_combination t ^ 2 * Real.sin_sq_add_cos_sq q
  refine ⟨key k, ?_⟩
  -- the second factor is the first one at -k
  have h2 := key (-k)
  rw [Complex.ofReal_neg, neg_mul, Real.sin_neg] at h2
  rw [h2]
  ring
```

Existence and uniqueness of r are contained in a single equivalence: the wave is stationary if and only if r equals `reflectionAmplitude`. The proof needs the factor multiplying r to be nonzero, and `hB` derives this from its positive squared modulus. Here the hypotheses t, h > 0 and 0 < k < π enter.

```lean
/-- Inside the band, the wave on the chain with absorber `-ih` is stationary for exactly
one `r`, the reflection amplitude. -/
theorem stationary_iff_reflectionAmplitude {t h k : ℝ} (ht : 0 < t) (hh : 0 < h)
    (hk : 0 < k) (hkπ : k < Real.pi) (r : ℂ) :
    IsStationary t (-(h * I)) (bandEnergy t k) (wave k r) ↔
      r = reflectionAmplitude t (-(h * I)) k := by
  have hs := Real.sin_pos_of_pos_of_lt_pi hk hkπ
  have hB : (t : ℂ) * Complex.exp (-(k * I)) + -(h * I) ≠ 0 := by
    intro h0
    have h2 := (norm_sq_matching_factors t h k).2
    rw [h0, norm_zero] at h2
    have : 0 < t ^ 2 + h ^ 2 + 2 * t * h * Real.sin k := by positivity
    linarith
  rw [stationary_iff_matching, reflectionAmplitude, eq_div_iff hB]
```

The formula for |r|² is stated for any r that makes the wave stationary. The proof takes squared norms on both sides of the matching condition and divides by the positive denominator.

```lean
/-- The reflection probability of a chain ended by an absorber `-ih`, at wave number `k`
inside the band. -/
theorem reflection_probability {t h k : ℝ} (ht : 0 < t) (hh : 0 < h)
    (hk : 0 < k) (hkπ : k < Real.pi) {r : ℂ}
    (hr : IsStationary t (-(h * I)) (bandEnergy t k) (wave k r)) :
    ‖r‖ ^ 2 = (t ^ 2 + h ^ 2 - 2 * t * h * Real.sin k)
      / (t ^ 2 + h ^ 2 + 2 * t * h * Real.sin k) := by
  have hs := Real.sin_pos_of_pos_of_lt_pi hk hkπ
  have hD : t ^ 2 + h ^ 2 + 2 * t * h * Real.sin k ≠ 0 := by positivity
  have e := congrArg (fun z : ℂ => ‖z‖ ^ 2) ((stationary_iff_matching t k _ r).1 hr)
  simp only [norm_mul, mul_pow] at e
  rw [norm_neg, (norm_sq_matching_factors t h k).1,
    (norm_sq_matching_factors t h k).2] at e
  rw [eq_div_iff hD]
  exact e
```

For the zero of the reflection, the forward direction uses the numerator as a sum of two nonnegative terms. From sin k = 1 it obtains cos k = 0, and because the cosine is injective on [0, π], k must be π/2. The converse substitutes the values into the formula.

```lean
/-- The reflected wave vanishes exactly when `h = t` and `k = π/2`, the band centre. -/
theorem reflection_eq_zero_iff {t h k : ℝ} (ht : 0 < t) (hh : 0 < h)
    (hk : 0 < k) (hkπ : k < Real.pi) {r : ℂ}
    (hr : IsStationary t (-(h * I)) (bandEnergy t k) (wave k r)) :
    r = 0 ↔ h = t ∧ k = Real.pi / 2 := by
  have m := reflection_probability ht hh hk hkπ hr
  have hs := Real.sin_pos_of_pos_of_lt_pi hk hkπ
  have hD : t ^ 2 + h ^ 2 + 2 * t * h * Real.sin k ≠ 0 := by positivity
  constructor
  · intro h0
    rw [eq_div_iff hD, h0, norm_zero] at m
    -- the numerator is (t - h)² + 2th(1 - sin k), a sum of nonnegative terms
    have hth : 0 < t * h := mul_pos ht hh
    have p : 0 ≤ t * h * (1 - Real.sin k) :=
      mul_nonneg hth.le (by linarith [Real.sin_le_one k])
    have q : (t - h) ^ 2 = 0 := by nlinarith [sq_nonneg (t - h)]
    have p0 : t * h * (1 - Real.sin k) = 0 := by nlinarith [sq_nonneg (t - h)]
    have s1 : 1 - Real.sin k = 0 := (mul_eq_zero.1 p0).resolve_left hth.ne'
    have d : t - h = 0 := pow_eq_zero_iff two_ne_zero |>.1 q
    have c2 : Real.cos k ^ 2 = 0 := by
      have s2 : Real.sin k = 1 := by linarith
      have := Real.sin_sq_add_cos_sq k
      rw [s2] at this
      linarith
    have c : Real.cos k = 0 := pow_eq_zero_iff two_ne_zero |>.1 c2
    refine ⟨by linarith, Real.injOn_cos ⟨hk.le, hkπ.le⟩ ⟨?_, ?_⟩ ?_⟩
    · linarith [Real.pi_pos]
    · linarith [Real.pi_pos]
    · rw [c, Real.cos_pi_div_two]
  · rintro ⟨h1, h2⟩
    have n : t ^ 2 + h ^ 2 - 2 * t * h * Real.sin k = 0 := by
      rw [h1, h2, Real.sin_pi_div_two]; ring
    rw [n, zero_div] at m
    exact norm_eq_zero.1 (pow_eq_zero_iff two_ne_zero |>.1 m)
```

The limits are one-sided, taken from inside the band: `𝓝[>] 0` means k approaching 0 from above, and `𝓝[<] Real.pi` means k approaching π from below. The proof rewrites the squared norm as the quotient, which is continuous wherever sin k = 0 and has the value 1 there.

```lean
/-- The reflection probability tends to one at the lower and at the upper band edge. -/
theorem reflection_tendsto_one_at_band_edges {t h : ℝ} (ht : 0 < t) (hh : 0 < h) :
    Tendsto (fun k : ℝ => ‖reflectionAmplitude t (-(h * I)) k‖ ^ 2) (𝓝[>] 0) (𝓝 1) ∧
      Tendsto (fun k : ℝ => ‖reflectionAmplitude t (-(h * I)) k‖ ^ 2)
        (𝓝[<] Real.pi) (𝓝 1) := by
  have f : (fun k : ℝ => ‖reflectionAmplitude t (-(h * I)) k‖ ^ 2)
      = fun k : ℝ => (t ^ 2 + h ^ 2 - 2 * t * h * Real.sin k)
        / (t ^ 2 + h ^ 2 + 2 * t * h * Real.sin k) := by
    funext k
    rw [reflectionAmplitude, norm_div, norm_neg, div_pow,
      (norm_sq_matching_factors t h k).1, (norm_sq_matching_factors t h k).2]
  have hp : t ^ 2 + h ^ 2 ≠ 0 := by positivity
  -- continuity at any wave number where the group velocity vanishes
  have key : ∀ q : ℝ, Real.sin q = 0 →
      Tendsto (fun k : ℝ => (t ^ 2 + h ^ 2 - 2 * t * h * Real.sin k)
        / (t ^ 2 + h ^ 2 + 2 * t * h * Real.sin k)) (𝓝 q) (𝓝 1) := by
    intro q hq
    have hc : ContinuousAt (fun k : ℝ => (t ^ 2 + h ^ 2 - 2 * t * h * Real.sin k)
        / (t ^ 2 + h ^ 2 + 2 * t * h * Real.sin k)) q :=
      ContinuousAt.div (by fun_prop) (by fun_prop)
        (by simpa only [hq, mul_zero, add_zero] using hp)
    have hv : (t ^ 2 + h ^ 2 - 2 * t * h * Real.sin q)
        / (t ^ 2 + h ^ 2 + 2 * t * h * Real.sin q) = 1 := by
      rw [hq, mul_zero, sub_zero, add_zero, div_self hp]
    simpa only [ContinuousAt, hv] using hc
  rw [f]
  exact ⟨(key 0 Real.sin_zero).mono_left nhdsWithin_le_nhds,
    (key Real.pi Real.sin_pi).mono_left nhdsWithin_le_nhds⟩
```

The last theorem is the flux balance. The equation `e` is the one for (1 + r) derived by hand, and `hW` is its squared norm. Both sides of the claim are then multiplied by the denominator, which `mul_right_cancel₀` permits because it is nonzero.

```lean
/-- Flux balance: the group velocity `2t sin k` times the missing reflection probability
equals `2h` times the density on the end site. -/
theorem absorbed_flux {t h k : ℝ} (ht : 0 < t) (hh : 0 < h)
    (hk : 0 < k) (hkπ : k < Real.pi) {r : ℂ}
    (hr : IsStationary t (-(h * I)) (bandEnergy t k) (wave k r)) :
    2 * t * Real.sin k * (1 - ‖r‖ ^ 2) = 2 * h * ‖wave k r 0‖ ^ 2 := by
  have hs := Real.sin_pos_of_pos_of_lt_pi hk hkπ
  have hD : t ^ 2 + h ^ 2 + 2 * t * h * Real.sin k ≠ 0 := by positivity
  have hR := (eq_div_iff hD).1 (reflection_probability ht hh hk hkπ hr)
  have w0 : wave k r 0 = 1 + r := by simp [wave]
  have d : (t : ℂ) * Complex.exp (-(k * I)) - t * Complex.exp (k * I)
      = ((-2 * t * Real.sin k : ℝ) : ℂ) * I := by
    rw [← neg_mul, Complex.exp_mul_I, Complex.exp_mul_I, Complex.cos_neg, Complex.sin_neg]
    push_cast
    ring
  -- the matching condition fixes the amplitude on the end site
  have e : (1 + r) * (t * Complex.exp (-(k * I)) + -(h * I))
      = ((-2 * t * Real.sin k : ℝ) : ℂ) * I := by
    linear_combination (stationary_iff_matching t k _ r).1 hr + d
  have hW := congrArg (fun z : ℂ => ‖z‖ ^ 2) e
  simp only [norm_mul, mul_pow, Complex.norm_I, Complex.norm_real, Real.norm_eq_abs,
    sq_abs] at hW
  rw [(norm_sq_matching_factors t h k).2] at hW
  rw [w0]
  apply mul_right_cancel₀ hD
  linear_combination (-2 * t * Real.sin k) * hR - 2 * h * hW

end

end AbsorberTerminatedChain
```

```lean
#print axioms AbsorberTerminatedChain.stationary_iff_reflectionAmplitude
-- 'AbsorberTerminatedChain.stationary_iff_reflectionAmplitude' depends on axioms: [propext, Classical.choice, Quot.sound]
#print axioms AbsorberTerminatedChain.reflection_eq_zero_iff
-- 'AbsorberTerminatedChain.reflection_eq_zero_iff' depends on axioms: [propext, Classical.choice, Quot.sound]
#print axioms AbsorberTerminatedChain.reflection_tendsto_one_at_band_edges
-- 'AbsorberTerminatedChain.reflection_tendsto_one_at_band_edges' depends on axioms: [propext, Classical.choice, Quot.sound]
#print axioms AbsorberTerminatedChain.absorbed_flux
-- 'AbsorberTerminatedChain.absorbed_flux' depends on axioms: [propext, Classical.choice, Quot.sound]
```

## What the formula means for a truncated lead

In a transport simulation with a one-dimensional, non-interacting lead of this kind, a constant, purely imaginary potential −ih on the last site can replace the rest of the lead exactly for outgoing electrons at one energy only, E = 0, and only with h = t. Slow electrons near the band edges are almost entirely reflected, whatever fixed h is chosen. The theorems treat stationary waves at a single energy; they do not cover absorbers spread over several sites, leads with several channels, or the time evolution of wave packets.
